# Effective homogeneity of the Weizsäcker plus Thomas-Fermi energy rises from 1 to 5/3 under density scaling

Multiply a density n by a factor z > 0 and let T(z) be the sum of its Weizsäcker and Thomas-Fermi kinetic energies. The effective homogeneity

h(z) = z T′(z) / T(z)

is strictly increasing in z, tends to 1 as z → 0⁺, and tends to 5/3 as z → ∞. This holds for every nonnegative, differentiable density in three dimensions for which both energies are finite and positive.

With a and b for the Weizsäcker and Thomas-Fermi energies of the unscaled density, the value at each z is

h(z) = 1 + (2/3) · b z^(2/3) / (a + b z^(2/3)).

The last fraction is the Thomas-Fermi share of the kinetic energy T(z).

## Checking a kinetic potential against its energy

Suppose an orbital-free code uses this two-term model as its approximation to the non-interacting kinetic energy and minimises the total energy with the help of functional derivatives. Its kinetic potential v = δT/δn should then match its kinetic energy. For smooth positive densities with vanishing boundary terms, the chain rule gives z T′(z) as the integral of v times the density, both taken at the scaled density. At z = 1 this becomes

∫ v n d³r = a + (5/3) b.

A wrong overall factor on just one of the two potentials, Weizsäcker or Thomas-Fermi, breaks this equality. A wrong coefficient of only the Laplacian term in the Weizsäcker potential goes unnoticed at every z, because ∇²n integrates to zero when the boundary terms vanish. Repeating the comparison at several z changes the balance between the two parts. The ratio of the integral to the energy must increase with z, and it approaches 1 for very small z and 5/3 for very large z.

The scaling survives discretisation if the gradient operator is linear and the quadrature weights are fixed. A fixed density floor in the denominator of the Weizsäcker term spoils it, most visibly at small z.

## From the two functionals to the share formula

In atomic units the energies are

T_W[n] = (1/8) ∫ |∇n|² / n d³r

T_TF[n] = C ∫ n^(5/3) d³r, with C = (3/10)(3π²)^(2/3).

Replace n by z n. The gradient gains a factor z, so its square gains z², and the denominator takes one factor back:

|∇(z n)|² / (z n) = z |∇n|² / n.

Since z and n are nonnegative, the power splits:

(z n)^(5/3) = z^(5/3) n^(5/3).

With a = T_W[n] and b = T_TF[n], the sum of the two energies and its derivative are therefore

T(z) = a z + b z^(5/3)

T′(z) = a + (5/3) b z^(2/3).

Write u = z^(2/3), so that z^(5/3) = z u. One factor of z cancels in the ratio:

h = (a + (5/3) b u) / (a + b u) = 1 + (2/3) s, with s = b u / (a + b u).

For monotonicity, take two scalings with 0 < u < v, where v now denotes the second value of z^(2/3). The difference of their shares is

b v / (a + b v) − b u / (a + b u) = a b (v − u) / ((a + b u)(a + b v)) > 0.

Because u increases with z, so does h. As z → 0⁺, u → 0 and s → 0, hence h → 1. For large z, rewrite the formula as

h = 5/3 − (2/3) a / (a + b u).

The last term vanishes as u → ∞, which gives the limit 5/3.

Since 0 < s < 1, h lies strictly between 1 and 5/3 at every finite z > 0. It equals 4/3 exactly when s = 1/2, that is, when a z = b z^(5/3). This happens at z = (a/b)^(3/2).

A slip that changes the answer is to confuse this scaling with coordinate scaling, n(r) → γ³ n(γr) with γ > 0. Coordinate scaling keeps the electron number fixed and multiplies both energies by γ², so the corresponding logarithmic derivative is 2 for every γ. Multiplication by z changes the electron number from N to zN.

## The Lean file

```lean
import Mathlib

open Filter Topology Set MeasureTheory

namespace KineticEffectiveHomogeneity

noncomputable section

/-- Three-dimensional position space. -/
abbrev Space := EuclideanSpace ℝ (Fin 3)

/-- The Weizsaecker kinetic energy of a density, in atomic units. -/
def weizsacker (n : Space → ℝ) : ℝ :=
  1 / 8 * ∫ x, ‖fderiv ℝ n x‖ ^ 2 / n x

/-- The Thomas-Fermi kinetic energy of a density, in atomic units. -/
def thomasFermi (n : Space → ℝ) : ℝ :=
  3 / 10 * (3 * Real.pi ^ 2) ^ (2 / 3 : ℝ) * ∫ x, n x ^ (5 / 3 : ℝ)

/-- The Weizsaecker plus Thomas-Fermi energy of the density `n` multiplied by `z`. -/
def scaledEnergy (n : Space → ℝ) (z : ℝ) : ℝ :=
  weizsacker (fun x => z * n x) + thomasFermi (fun x => z * n x)

/-- The energy curve with a linear part of weight `a` and a 5/3-power part of weight `b`. -/
def energyCurve (a b z : ℝ) : ℝ := a * z + b * z ^ (5 / 3 : ℝ)

/-- The effective homogeneity `z T'(z) / T(z)` of an energy curve `T`. -/
def effHom (T : ℝ → ℝ) (z : ℝ) : ℝ := z * deriv T z / T z

/-- The Weizsaecker energy is homogeneous of degree one in the density. -/
theorem weizsacker_scaling (n : Space → ℝ) (hd : Differentiable ℝ n) {z : ℝ} (hz : 0 < z) :
    weizsacker (fun x => z * n x) = z * weizsacker n := by
  have h : (fun x => ‖fderiv ℝ (fun y => z * n y) x‖ ^ 2 / (z * n x)) =
      fun x => z * (‖fderiv ℝ n x‖ ^ 2 / n x) := by
    funext x
    have hf : fderiv ℝ (fun y => z * n y) x = z • fderiv ℝ n x :=
      ((hd x).hasFDerivAt.const_mul z).fderiv
    rw [hf, norm_smul, mul_pow, Real.norm_eq_abs, sq_abs,
      show z ^ 2 * ‖fderiv ℝ n x‖ ^ 2 = z * (z * ‖fderiv ℝ n x‖ ^ 2) by ring,
      mul_div_mul_left _ _ hz.ne', mul_div_assoc]
  simp only [weizsacker]
  rw [h, integral_const_mul]
  ring

/-- The Thomas-Fermi energy is homogeneous of degree 5/3 in the density. -/
theorem thomasFermi_scaling (n : Space → ℝ) (hn : ∀ x, 0 ≤ n x) {z : ℝ} (hz : 0 < z) :
    thomasFermi (fun x => z * n x) = z ^ (5 / 3 : ℝ) * thomasFermi n := by
  have h : (fun x => (z * n x) ^ (5 / 3 : ℝ)) =
      fun x => z ^ (5 / 3 : ℝ) * n x ^ (5 / 3 : ℝ) :=
    funext fun x => Real.mul_rpow hz.le (hn x)
  simp only [thomasFermi]
  rw [h, integral_const_mul]
  ring

lemma rpow_split {z : ℝ} (hz : 0 < z) : z ^ (5 / 3 : ℝ) = z * z ^ (2 / 3 : ℝ) := by
  rw [show (5 / 3 : ℝ) = 1 + 2 / 3 by norm_num, Real.rpow_add hz, Real.rpow_one]

/-- For positive weights and `z > 0`, the effective homogeneity of `a z + b z^(5/3)` is one plus two
thirds of the share that the 5/3-power part has in the total energy. -/
theorem effHom_eq {a b z : ℝ} (ha : 0 < a) (hb : 0 < b) (hz : 0 < z) :
    effHom (energyCurve a b) z =
      1 + 2 / 3 * (b * z ^ (2 / 3 : ℝ) / (a + b * z ^ (2 / 3 : ℝ))) := by
  have hder : HasDerivAt (energyCurve a b) (a + 5 / 3 * b * z ^ (2 / 3 : ℝ)) z := by
    have h1 := (hasDerivAt_id' z).const_mul a
    have h2 := (Real.hasDerivAt_rpow_const (x := z) (p := 5 / 3) (Or.inl hz.ne')).const_mul b
    refine (h1.fun_add h2).congr_deriv ?_
    rw [show (5 / 3 : ℝ) - 1 = 2 / 3 by norm_num]
    ring
  have hu : 0 < z ^ (2 / 3 : ℝ) := Real.rpow_pos_of_pos hz _
  unfold effHom
  rw [hder.deriv, energyCurve, rpow_split hz]
  generalize z ^ (2 / 3 : ℝ) = u at hu ⊢
  have hD : 0 < a + b * u := by positivity
  -- one factor of z cancels between numerator and denominator
  rw [show a * z + b * (z * u) = z * (a + b * u) by ring, mul_div_mul_left _ _ hz.ne',
    div_eq_iff hD.ne']
  have h : b * u / (a + b * u) * (a + b * u) = b * u := div_mul_cancel₀ _ hD.ne'
  linear_combination (-(2 / 3 : ℝ)) * h

/-- For positive weights and `z > 0`, the effective homogeneity of `a z + b z^(5/3)` lies strictly
between 1 and 5/3. -/
theorem effHom_bounds {a b z : ℝ} (ha : 0 < a) (hb : 0 < b) (hz : 0 < z) :
    1 < effHom (energyCurve a b) z ∧ effHom (energyCurve a b) z < 5 / 3 := by
  have hu : 0 < z ^ (2 / 3 : ℝ) := Real.rpow_pos_of_pos hz _
  have hbu := mul_pos hb hu
  have hD : 0 < a + b * z ^ (2 / 3 : ℝ) := by linarith
  have h0 := div_pos hbu hD
  have h1 : b * z ^ (2 / 3 : ℝ) / (a + b * z ^ (2 / 3 : ℝ)) < 1 := by
    rw [div_lt_one hD]
    linarith
  rw [effHom_eq ha hb hz]
  constructor <;> linarith

/-- For positive weights and `z > 0`, the effective homogeneity of `a z + b z^(5/3)` equals 4/3
exactly when the linear and the 5/3-power parts of the energy are equal. -/
theorem effHom_eq_four_thirds_iff {a b z : ℝ} (ha : 0 < a) (hb : 0 < b) (hz : 0 < z) :
    effHom (energyCurve a b) z = 4 / 3 ↔ a * z = b * z ^ (5 / 3 : ℝ) := by
  have hu : 0 < z ^ (2 / 3 : ℝ) := Real.rpow_pos_of_pos hz _
  rw [effHom_eq ha hb hz, rpow_split hz]
  generalize z ^ (2 / 3 : ℝ) = u at hu ⊢
  have hD : 0 < a + b * u := by positivity
  constructor
  · intro h
    have h2 : b * u / (a + b * u) = 1 / 2 := by linarith
    rw [div_eq_iff hD.ne'] at h2
    linear_combination (-2 * z) * h2
  · intro h
    have h2 : a = b * u := mul_right_cancel₀ hz.ne' (by linear_combination h)
    have h3 : b * u / (a + b * u) = 1 / 2 := by
      rw [div_eq_iff hD.ne']
      linarith
    rw [h3]
    norm_num

/-- For positive weights the effective homogeneity of `a z + b z^(5/3)` is strictly increasing
in `z > 0`, tends to 1 as `z` tends to 0 from above, and to 5/3 as `z` tends to infinity. -/
theorem effHom_energyCurve {a b : ℝ} (ha : 0 < a) (hb : 0 < b) :
    StrictMonoOn (effHom (energyCurve a b)) (Ioi 0) ∧
    Tendsto (effHom (energyCurve a b)) (𝓝[>] 0) (𝓝 1) ∧
    Tendsto (effHom (energyCurve a b)) atTop (𝓝 (5 / 3)) := by
  refine ⟨?_, ?_, ?_⟩
  · intro x hx y hy hxy
    have hx' : 0 < x := hx
    have hy' : 0 < y := hy
    have huv : x ^ (2 / 3 : ℝ) < y ^ (2 / 3 : ℝ) :=
      Real.rpow_lt_rpow hx'.le hxy (by norm_num)
    have hu : 0 < x ^ (2 / 3 : ℝ) := Real.rpow_pos_of_pos hx' _
    rw [effHom_eq ha hb hx', effHom_eq ha hb hy']
    generalize x ^ (2 / 3 : ℝ) = u at *
    generalize y ^ (2 / 3 : ℝ) = v at *
    have hv : 0 < v := hu.trans huv
    have h : b * u / (a + b * u) < b * v / (a + b * v) := by
      rw [div_lt_div_iff₀ (by positivity) (by positivity)]
      nlinarith [mul_pos (mul_pos ha hb) (sub_pos.2 huv)]
    linarith
  · -- the 5/3-power share vanishes at low density
    have hc : Continuous (fun z : ℝ => z ^ (2 / 3 : ℝ)) :=
      Real.continuous_rpow_const (by norm_num)
    have hu : Tendsto (fun z : ℝ => z ^ (2 / 3 : ℝ)) (𝓝[>] 0) (𝓝 0) := by
      have h := hc.tendsto 0
      rw [Real.zero_rpow (by norm_num)] at h
      exact h.mono_left nhdsWithin_le_nhds
    have h : Tendsto (fun z : ℝ =>
        1 + 2 / 3 * (b * z ^ (2 / 3 : ℝ) / (a + b * z ^ (2 / 3 : ℝ))))
        (𝓝[>] 0) (𝓝 (1 + 2 / 3 * (b * 0 / (a + b * 0)))) :=
      (((hu.const_mul b).div ((hu.const_mul b).const_add a)
        (by simpa using ha.ne')).const_mul (2 / 3)).const_add 1
    rw [show 1 + 2 / 3 * (b * 0 / (a + b * 0)) = (1 : ℝ) by simp] at h
    refine h.congr' ?_
    filter_upwards [self_mem_nhdsWithin] with z hz
    exact (effHom_eq ha hb hz).symm
  · -- the linear share vanishes at high density
    have hu : Tendsto (fun z : ℝ => z ^ (2 / 3 : ℝ)) atTop atTop :=
      tendsto_rpow_atTop (by norm_num)
    have hD : Tendsto (fun z : ℝ => a + b * z ^ (2 / 3 : ℝ)) atTop atTop :=
      tendsto_atTop_add_const_left _ a (hu.const_mul_atTop hb)
    have h : Tendsto (fun z : ℝ => 5 / 3 - 2 / 3 * a * (a + b * z ^ (2 / 3 : ℝ))⁻¹)
        atTop (𝓝 (5 / 3 - 2 / 3 * a * 0)) :=
      ((tendsto_inv_atTop_zero.comp hD).const_mul (2 / 3 * a)).const_sub (5 / 3)
    rw [mul_zero, sub_zero] at h
    refine h.congr' ?_
    filter_upwards [eventually_gt_atTop 0] with z hz
    have hp : 0 < z ^ (2 / 3 : ℝ) := Real.rpow_pos_of_pos hz _
    have hne : a + b * z ^ (2 / 3 : ℝ) ≠ 0 := by positivity
    have hi := mul_inv_cancel₀ hne
    rw [effHom_eq ha hb hz, div_eq_mul_inv (b * z ^ (2 / 3 : ℝ))]
    generalize (a + b * z ^ (2 / 3 : ℝ))⁻¹ = w at *
    linear_combination (-(2 / 3 : ℝ)) * hi

/-- For a differentiable nonnegative density with positive Weizsaecker and Thomas-Fermi energies,
the effective homogeneity of their sum under density scaling is strictly increasing, tends to 1
as the scaling factor tends to 0 from above, and to 5/3 as it tends to infinity. -/
theorem effHom_density (n : Space → ℝ) (hn : ∀ x, 0 ≤ n x) (hd : Differentiable ℝ n)
    (hW : 0 < weizsacker n) (hT : 0 < thomasFermi n) :
    StrictMonoOn (effHom (scaledEnergy n)) (Ioi 0) ∧
    Tendsto (effHom (scaledEnergy n)) (𝓝[>] 0) (𝓝 1) ∧
    Tendsto (effHom (scaledEnergy n)) atTop (𝓝 (5 / 3)) := by
  have key : ∀ z : ℝ, 0 < z →
      effHom (energyCurve (weizsacker n) (thomasFermi n)) z = effHom (scaledEnergy n) z := by
    intro z hz
    -- the two energy curves agree near z, hence so do their derivatives
    have he : energyCurve (weizsacker n) (thomasFermi n) =ᶠ[𝓝 z] scaledEnergy n := by
      filter_upwards [Ioi_mem_nhds hz] with y hy
      rw [scaledEnergy, weizsacker_scaling n hd hy, thomasFermi_scaling n hn hy, energyCurve]
      ring
    unfold effHom
    rw [he.deriv_eq, he.eq_of_nhds]
  obtain ⟨h1, h2, h3⟩ := effHom_energyCurve hW hT
  refine ⟨h1.congr fun z hz => key z hz, h2.congr' ?_, h3.congr' ?_⟩
  · filter_upwards [self_mem_nhdsWithin] with z hz
    exact key z hz
  · filter_upwards [eventually_gt_atTop 0] with z hz
    exact key z hz

end

end KineticEffectiveHomogeneity
```

```lean
#print axioms KineticEffectiveHomogeneity.effHom_bounds
-- 'KineticEffectiveHomogeneity.effHom_bounds' depends on axioms: [propext, Classical.choice, Quot.sound]
#print axioms KineticEffectiveHomogeneity.effHom_eq_four_thirds_iff
-- 'KineticEffectiveHomogeneity.effHom_eq_four_thirds_iff' depends on axioms: [propext, Classical.choice, Quot.sound]
#print axioms KineticEffectiveHomogeneity.effHom_density
-- 'KineticEffectiveHomogeneity.effHom_density' depends on axioms: [propext, Classical.choice, Quot.sound]
```

## Densities and energies covered by the theorems

`Space` is Euclidean three-space, and a density is a function `n : Space → ℝ`. The definitions `weizsacker` and `thomasFermi` are the two integrals above, with the spin-unpolarised Thomas-Fermi constant. The gradient length appears as the norm of the Fréchet derivative, `‖fderiv ℝ n x‖`, which equals the Euclidean length of ∇n. `scaledEnergy n z` evaluates both functionals at the density z n, and `effHom T z` is z T′(z)/T(z) for any energy curve `T`.

The main theorem, `effHom_density`, has four hypotheses: `hn` says that the density is nonnegative, `hd` that it is differentiable everywhere, and `hW` and `hT` that the two energies are positive. Lean gives a divergent integral the value 0, so the last two also force both energies to be finite. The conclusion has three parts: `StrictMonoOn` on `Ioi 0` is strict increase over z > 0, `𝓝[>] 0` denotes the approach to zero from above, and `atTop` denotes z → ∞.

Differentiability everywhere excludes densities with nuclear cusps. Integration over all space excludes nonzero periodic densities, whose total Thomas-Fermi energy diverges. For a periodic cell, the curve theorem `effHom_energyCurve` can still be used with the energies per cell as `a` and `b`, provided both are positive. A uniform density in a cell has a = 0, and its homogeneity is 5/3 at every z, so strict increase fails there.

The curve theorem also accommodates a Weizsäcker term with a positive prefactor λ, through a = λ T_W[n]. The exact non-interacting kinetic energy is a different functional, and none of the theorems concerns it. The advice on potentials and grids is not proved in the file.

## How the proof follows the derivation

`weizsacker_scaling` and `thomasFermi_scaling` prove the two scaling laws. Each first rewrites the integrand pointwise and then takes the constant factor out of the integral with `integral_const_mul`. The first uses differentiability to obtain ∇(z n) = z ∇n, and the second uses nonnegativity to split the power.

`rpow_split` is the identity z^(5/3) = z · z^(2/3). `effHom_eq` differentiates the curve, cancels z and arrives at the share formula. Its `generalize` step replaces z^(2/3) by a positive variable u, as in the derivation, and `linear_combination` completes the algebra.

`effHom_bounds` places the share between 0 and 1, and `effHom_eq_four_thirds_iff` solves for a share of one half. Both are stated for the curve with positive `a` and `b`.

`effHom_energyCurve` proves monotonicity by cross-multiplying the two shares; the positive product a b (v − u) is supplied to `nlinarith`. The limit at zero uses continuity of the power function. The limit at infinity uses the form with 5/3 in front and the fact that the inverse of a diverging denominator tends to zero.

`effHom_density` carries these results over to the functionals. Equality of the two energy curves at a single z would not determine their derivatives, so the proof shows that they agree in a neighbourhood of each positive z. The values and derivatives then coincide, and all three conclusions transfer.

The homogeneity could also have been defined as the derivative of ln T(eᵗ) with respect to t = ln z. The two limits would then be taken at t → −∞ and t → ∞, and strict increase would become strict convexity of ln T as a function of ln z. The values would be the same, but the formal proof would have to handle a logarithm and an exponential. The quotient used here needs only T and its derivative.
